# Hypergeometric eigenvalues of the block density matrix of an eta-pairing state raised from the vacuum

Put one electron pair in a superposition of three sites with equal amplitudes and ask how strongly the first two sites are entangled with the third. The density matrix of the two-site block has three nonzero diagonal entries, each $1/3$. If they are taken for its eigenvalues, the entropy comes out as $\ln 3\approx 1.10$. The correct value is about $0.64$, because the diagonal ignores the coherence between "pair on site 1" and "pair on site 2". The problems below find the eigenvalues for any number of pairs that fits on a finite set of sites and any division of these sites into two blocks.

States of this form, with a factor $-1$ for each pair on one of the two sublattices, occur as eta-pairing eigenstates of the Hubbard model on bipartite lattices. Here they are treated as given states of empty and doubly occupied sites on a finite lattice, with no Hamiltonian.

## Pairs as subsets of sites

A configuration is the set $X$ of doubly occupied sites, a `Finset S`, and a state is a real function $\psi$ of configurations. The eta operator is a sum over sites, in which each term creates one pair on its site with a phase belonging to that site, so the phase of a configuration is a product of one-site phases and is absorbed into the basis of each block. Local pair operators on different sites commute, so no fermion signs remain.

```lean
import Mathlib

open Matrix

namespace EtaPairingEntanglement

noncomputable section

variable {S : Type*}
```

The raising operator $\eta^+$ adds a pair at any empty site. The amplitude at $X$ therefore collects what came from each $X\setminus\{x\}$:
$$(\eta^+\psi)(X)=\sum_{x\in X}\psi(X\setminus\{x\}).$$

```lean
/-- The pair-raising operator: the amplitude of a configuration `X` of pairs collects the
amplitudes of all configurations with one pair of `X` removed. -/
def pairRaise [DecidableEq S] (ψ : Finset S → ℝ) : Finset S → ℝ :=
  fun X => ∑ x ∈ X, ψ (X.erase x)
```

It acts first on the vacuum, which has amplitude 1 on the empty set.

```lean
/-- The state without pairs. -/
def vacuum [DecidableEq S] : Finset S → ℝ := fun X => if X = ∅ then 1 else 0
```

On $n=|S|$ sites, let $\psi_k(X)=\binom nk^{-1/2}$ if $|X|=k$, and $0$ otherwise. For $k>n$ there is no such $X$, and $\psi_k$ vanishes.

```lean
/-- The state with equal amplitude `C(n,k)^(-1/2)` on all configurations of `k` pairs
on `n` sites. -/
def etaState [Fintype S] (k : ℕ) (X : Finset S) : ℝ :=
  if X.card = k then (√((Fintype.card S).choose k : ℝ))⁻¹ else 0
```

Now divide the sites into blocks $A$ and $B$ with $a$ and $b$ sites. The state becomes a matrix $M_{XY}=\psi_k(X\sqcup Y)$, with $X\subseteq A$ and $Y\subseteq B$; `disjSum` is the disjoint union.

```lean
/-- The `k`-pair state on two blocks of sites, written as a matrix indexed by the pair
configurations of the blocks. -/
def etaAmplitude (A B : Type*) [Fintype A] [Fintype B] (k : ℕ) :
    Matrix (Finset A) (Finset B) ℝ :=
  Matrix.of fun X Y => etaState k (X.disjSum Y)
```

Tracing out $B$ gives $\rho_{XX'}=\sum_Y M_{XY}M_{X'Y}$, that is, $\rho=MM^{\mathsf T}$.

```lean
/-- The reduced density matrix `M Mᵀ` of block `A`. -/
def reducedDensity (A B : Type*) [Fintype A] [Fintype B] (k : ℕ) :
    Matrix (Finset A) (Finset A) ℝ :=
  etaAmplitude A B k * (etaAmplitude A B k)ᵀ
```

Write $\mathbf 1_j$ for the indicator of the $j$-subsets of $A$. It is not normalised: for $j\le a$ its norm is $\sqrt{\binom aj}$.

```lean
/-- The indicator of the configurations with exactly `j` pairs. -/
def pairLayer (A : Type*) (j : ℕ) : Finset A → ℝ := fun X => if X.card = j then 1 else 0
```

Finally, let $w_j$ be the probability that $k$ sites drawn at random from all $a+b$ include exactly $j$ from $A$.

```lean
/-- The hypergeometric weight `C(a,j) C(b,k-j) / C(a+b,k)`, used for `j ≤ k`. -/
def etaWeight (a b k j : ℕ) : ℝ :=
  (a.choose j : ℝ) * (b.choose (k - j) : ℝ) / ((a + b).choose k : ℝ)
```

## (a) Raising the vacuum

Find the amplitudes after $k$ raisings. Show that
$$\big((\eta^+)^k\,\mathrm{vac}\big)(X)=\begin{cases}k! & |X|=k\\ 0&\text{otherwise.}\end{cases}$$

**Solution.** Use induction on $k$. For $k=0$ this is the vacuum, since $0!=1$. For $k+1$, the amplitude at $X$ is a sum over $x\in X$ of the $k$-fold amplitude at $X\setminus\{x\}$. If $|X|=k+1$, there are $k+1$ terms equal to $k!$, which add up to $(k+1)!$. Otherwise no $X\setminus\{x\}$ has $k$ elements and every term vanishes.

In the Lean proof, `step` evaluates one term of this sum, and `omega` does the counting of elements.

```lean
/-- Raising the vacuum `k` times gives amplitude `k!` on every configuration of `k` pairs
and zero on all others. -/
theorem pairRaise_iterate_vacuum [DecidableEq S] (k : ℕ) (X : Finset S) :
    (pairRaise^[k] vacuum) X = if X.card = k then (k.factorial : ℝ) else 0 := by
  induction k generalizing X with
  | zero => simp [vacuum]
  | succ k ih =>
    rw [Function.iterate_succ_apply']
    -- each of the pairs of `X` may have been the last one created
    have step : ∀ x ∈ X, (pairRaise^[k] vacuum) (X.erase x)
        = if X.card = k + 1 then (k.factorial : ℝ) else 0 := by
      intro x hx
      have h1 := Finset.card_erase_add_one hx
      rw [ih]
      by_cases h : X.card = k + 1
      · have h2 : (X.erase x).card = k := by omega
        rw [if_pos h, if_pos h2]
      · have h2 : ¬ (X.erase x).card = k := by omega
        rw [if_neg h, if_neg h2]
    change ∑ x ∈ X, (pairRaise^[k] vacuum) (X.erase x) = _
    rw [Finset.sum_congr rfl step, Finset.sum_const, nsmul_eq_mul]
    by_cases h : X.card = k + 1
    · rw [if_pos h, if_pos h, h, Nat.factorial_succ]
      push_cast
      ring
    · rw [if_neg h, if_neg h, mul_zero]
```

## (b) Recognising the equal-amplitude state

Relate the raised vacuum to $\psi_k$:
$$(\eta^+)^k\,\mathrm{vac}=k!\,\sqrt{\tbinom nk}\;\psi_k .$$

**Solution.** If $|X|=k$, then $k\le n$, so $\binom nk>0$. The square root cancels the amplitude of $\psi_k$ and leaves $k!$, as in (a). For all other $X$ both sides are zero. The Lean proof splits into the same two cases.

```lean
/-- The `k`-fold raised vacuum is `k! √C(n,k)` times the equal-amplitude `k`-pair state. -/
theorem pairRaise_iterate_eq_etaState [Fintype S] [DecidableEq S] (k : ℕ) (X : Finset S) :
    (pairRaise^[k] vacuum) X
      = (k.factorial : ℝ) * √((Fintype.card S).choose k : ℝ) * etaState k X := by
  rw [pairRaise_iterate_vacuum, etaState]
  by_cases h : X.card = k
  · have hk : k ≤ Fintype.card S := h ▸ Finset.card_le_univ X
    have hc : (0 : ℝ) < ((Fintype.card S).choose k : ℝ) := by
      exact_mod_cast Nat.choose_pos hk
    have hs := (Real.sqrt_pos.mpr hc).ne'
    rw [if_pos h, if_pos h, mul_assoc, mul_inv_cancel₀ hs, mul_one]
  · rw [if_neg h, if_neg h, mul_zero]
```

## (c) Summing over a layer

Sum a constant $c$ over all $k$-pair configurations:
$$\sum_{X:\,|X|=k}c=\binom nk\,c .$$

**Solution.** There are $\binom nk$ subsets of size $k$. Lean identifies the filtered collection with `powersetCard`, whose size is known.

```lean
/-- A constant summed over all configurations of `k` pairs on `n` sites gives `C(n,k)` times
that constant. -/
theorem sum_layer [Fintype S] (k : ℕ) (c : ℝ) :
    ∑ X : Finset S, (if X.card = k then c else 0) = ((Fintype.card S).choose k : ℝ) * c := by
  have h : (Finset.univ.filter fun X : Finset S => X.card = k)
      = Finset.powersetCard k Finset.univ := by
    ext X
    simp [Finset.mem_powersetCard]
  rw [← Finset.sum_filter, Finset.sum_const, nsmul_eq_mul, h, Finset.card_powersetCard,
    Finset.card_univ]
```

## (d) The norm

For $k\le n$, show that
$$\sum_X\psi_k(X)^2=1 .$$

**Solution.** Each configuration with $k$ pairs contributes $\binom nk^{-1}$. By (c) the total is $\binom nk\binom nk^{-1}=1$, where $k\le n$ makes the binomial nonzero. In Lean, `sq` squares the amplitude and `sum_layer` counts.

```lean
/-- The `k`-pair state is normalised when there are at least `k` sites. -/
theorem etaState_normalized [Fintype S] {k : ℕ} (hk : k ≤ Fintype.card S) :
    ∑ X : Finset S, etaState k X ^ 2 = 1 := by
  have hc : ((Fintype.card S).choose k : ℝ) ≠ 0 := by
    exact_mod_cast (Nat.choose_pos hk).ne'
  have sq : ∀ X : Finset S, etaState k X ^ 2
      = if X.card = k then ((Fintype.card S).choose k : ℝ)⁻¹ else 0 := by
    intro X
    unfold etaState
    by_cases h : X.card = k
    · rw [if_pos h, if_pos h, inv_pow, Real.sq_sqrt (Nat.cast_nonneg _)]
    · rw [if_neg h, if_neg h, zero_pow two_ne_zero]
  rw [Finset.sum_congr rfl (fun X _ => sq X), sum_layer, mul_inv_cancel₀ hc]
```

## (e) Entries of the amplitude matrix

Write $M$ in terms of the pair numbers of the blocks:
$$M_{XY}=\begin{cases}\binom{a+b}{k}^{-1/2}&|X|+|Y|=k\\0&\text{otherwise.}\end{cases}$$

**Solution.** The disjoint union has $|X|+|Y|$ elements and lives on $a+b$ sites. Inserting both numbers in $\psi_k$ gives the result; `simp` does this with the two cardinality lemmas.

```lean
variable (A B : Type*) [Fintype A] [Fintype B]

/-- The amplitude matrix has entry `C(a+b,k)^(-1/2)` where the pair numbers of the two blocks
add up to `k`, and zero elsewhere. -/
theorem etaAmplitude_apply (k : ℕ) (X : Finset A) (Y : Finset B) :
    etaAmplitude A B k X Y = if X.card + Y.card = k then
      (√((Fintype.card A + Fintype.card B).choose k : ℝ))⁻¹ else 0 := by
  simp [etaAmplitude, etaState, Finset.card_disjSum, Fintype.card_sum]
```

## (f) Entries of the density matrix

Carry out the sum over $B$. (For $k>a+b$ the state is zero, and the quotient below, like the one in (g), is $0/0$; it is then read as $0$, as Lean does.)
$$\rho_{XX'}=\begin{cases}\binom{b}{k-|X|}\Big/\binom{a+b}{k}&|X|=|X'|\le k\\0&\text{otherwise.}\end{cases}$$

**Solution.** A term $M_{XY}M_{X'Y}$ is nonzero only if $|X|+|Y|=k=|X'|+|Y|$. This forces $|X|=|X'|\le k$ and $|Y|=k-|X|$. Each such $Y$ contributes $\binom{a+b}k^{-1}$, and by (c) there are $\binom b{k-|X|}$ of them.

The Lean step `term` evaluates the product for one $Y$. In the other case, every product is shown to have a zero factor.

```lean
/-- The reduced density matrix connects only configurations with equal pair number, at most
`k`, and its entries depend on that number alone. -/
theorem reducedDensity_apply (k : ℕ) (X X' : Finset A) :
    reducedDensity A B k X X' = if X.card = X'.card ∧ X.card ≤ k then
      ((Fintype.card B).choose (k - X.card) : ℝ)
        / ((Fintype.card A + Fintype.card B).choose k : ℝ) else 0 := by
  rw [reducedDensity, Matrix.mul_apply]
  simp only [Matrix.transpose_apply]
  by_cases h : X.card = X'.card ∧ X.card ≤ k
  · rw [if_pos h]
    obtain ⟨h1, h2⟩ := h
    -- the environment must hold the remaining pairs
    have term : ∀ Y : Finset B, etaAmplitude A B k X Y * etaAmplitude A B k X' Y
        = if Y.card = k - X.card then
          ((Fintype.card A + Fintype.card B).choose k : ℝ)⁻¹ else 0 := by
      intro Y
      rw [etaAmplitude_apply, etaAmplitude_apply, ← h1]
      by_cases hY : Y.card = k - X.card
      · have e : X.card + Y.card = k := by omega
        rw [if_pos e, if_pos hY, ← mul_inv, Real.mul_self_sqrt (Nat.cast_nonneg _)]
      · have e : ¬ X.card + Y.card = k := by omega
        rw [if_neg e, if_neg hY, zero_mul]
    rw [Finset.sum_congr rfl (fun Y _ => term Y), sum_layer, div_eq_mul_inv]
  · rw [if_neg h]
    apply Finset.sum_eq_zero
    intro Y _
    rw [etaAmplitude_apply, etaAmplitude_apply]
    by_cases e1 : X.card + Y.card = k
    · have e2 : ¬ X'.card + Y.card = k := fun e2 => h ⟨by omega, by omega⟩
      rw [if_neg e2, mul_zero]
    · rw [if_neg e1, zero_mul]
```

## (g) Action on a vector

Apply $\rho$ to any $v$. For $|X|\le k$,
$$(\rho v)(X)=\frac{\binom b{k-|X|}}{\binom{a+b}k}\sum_{X':\,|X'|=|X|}v(X'),$$
and $(\rho v)(X)=0$ for $|X|>k$.

**Solution.** Insert (f) in $\sum_{X'}\rho_{XX'}v(X')$. Only $X'$ with $|X'|=|X|$ survive, and their common coefficient comes out of the sum. Lean compares the two sums term by term.

```lean
/-- The reduced density matrix replaces each amplitude by a multiple of the sum of the
amplitudes with the same pair number. -/
theorem reducedDensity_mulVec (k : ℕ) (v : Finset A → ℝ) (X : Finset A) :
    (reducedDensity A B k *ᵥ v) X = if X.card ≤ k then
      ((Fintype.card B).choose (k - X.card) : ℝ)
        / ((Fintype.card A + Fintype.card B).choose k : ℝ)
        * ∑ X' ∈ Finset.univ.filter (fun X' : Finset A => X'.card = X.card), v X'
      else 0 := by
  change ∑ X', reducedDensity A B k X X' * v X' = _
  by_cases h : X.card ≤ k
  · rw [if_pos h, Finset.sum_filter, Finset.mul_sum]
    apply Finset.sum_congr rfl
    intro X' _
    rw [reducedDensity_apply]
    by_cases e : X'.card = X.card
    · have p : X.card = X'.card ∧ X.card ≤ k := ⟨e.symm, h⟩
      rw [if_pos p, if_pos e]
    · have p : ¬ (X.card = X'.card ∧ X.card ≤ k) := fun q => e q.1.symm
      rw [if_neg p, if_neg e, zero_mul, mul_zero]
  · rw [if_neg h]
    apply Finset.sum_eq_zero
    intro X' _
    have p : ¬ (X.card = X'.card ∧ X.card ≤ k) := fun q => h q.2
    rw [reducedDensity_apply, if_neg p, zero_mul]
```

## (h) Eigenvectors and total weight

Let $k\le a+b$. Show that for every $j\le\min(k,a)$ the vector $\mathbf 1_j$ is nonzero and
$$\rho\,\mathbf 1_j=w_j\,\mathbf 1_j,\qquad w_j=\frac{\binom aj\binom b{k-j}}{\binom{a+b}k},\qquad \sum_{j=0}^k w_j=1 .$$

**Solution.** Since $j\le a$, block $A$ has a $j$-subset, so $\mathbf 1_j\neq0$. Put $v=\mathbf 1_j$ in (g). If $|X|=j$, the sum is $\binom aj$ and the result is $w_j$. If $|X|\ne j$, the sum is zero. The normalised eigenvector is $\mathbf 1_j/\sqrt{\binom aj}$.

For the total, sort the $k$-subsets of all sites by their number $j$ of sites in $A$. This is Vandermonde's identity, $\sum_j\binom aj\binom b{k-j}=\binom{a+b}k$. Division is allowed because $k\le a+b$. Terms with $j>a$ vanish, so the sum contains no weight without an eigenvector.

The condition $j\le k$ matters in Lean, where subtraction of natural numbers stops at zero: for $k<j\le a$, `etaWeight` would give a positive number, while $\rho\,\mathbf 1_j=0$.

The Lean proof has three branches: a witness from `Finset.exists_subset_card_eq`, the eigenvalue equation through `reducedDensity_mulVec`, and Vandermonde through `Nat.add_choose_eq`.

```lean
/-- For `k ≤ a + b` pairs on `a + b` sites and every `j` with `j ≤ k` and `j ≤ a`, the indicators of
the `j`-pair configurations of block `A` are eigenvectors of its reduced density matrix with
eigenvalues `C(a,j) C(b,k-j) / C(a+b,k)`, and the weights for `j` from `0` to `k` sum to one. -/
theorem eta_entanglement_spectrum {k : ℕ} (hk : k ≤ Fintype.card A + Fintype.card B) :
    (∀ j ≤ k, j ≤ Fintype.card A → pairLayer A j ≠ 0 ∧
      reducedDensity A B k *ᵥ pairLayer A j
        = etaWeight (Fintype.card A) (Fintype.card B) k j • pairLayer A j) ∧
    ∑ j ∈ Finset.range (k + 1), etaWeight (Fintype.card A) (Fintype.card B) k j = 1 := by
  refine ⟨fun j hj hja => ⟨?_, ?_⟩, ?_⟩
  · intro h0
    obtain ⟨X, _, hX⟩ := Finset.exists_subset_card_eq
      (s := (Finset.univ : Finset A)) (n := j) (by rwa [Finset.card_univ])
    have h1 := congrFun h0 X
    simp [pairLayer, hX] at h1
  · funext X
    rw [reducedDensity_mulVec, Pi.smul_apply, smul_eq_mul]
    by_cases h : X.card = j
    · -- on the layer itself the sum counts the `j`-subsets
      have s : ∑ X' ∈ Finset.univ.filter (fun X' : Finset A => X'.card = X.card),
          pairLayer A j X' = ((Fintype.card A).choose j : ℝ) := by
        have c := sum_layer (S := A) j 1
        rw [mul_one] at c
        rw [Finset.sum_filter, h, ← c]
        apply Finset.sum_congr rfl
        intro X' _
        by_cases e : X'.card = j <;> simp [pairLayer, e]
      have hX : X.card ≤ k := by omega
      rw [if_pos hX, s, h]
      simp only [pairLayer, if_pos h, etaWeight]
      ring
    · have s : ∑ X' ∈ Finset.univ.filter (fun X' : Finset A => X'.card = X.card),
          pairLayer A j X' = 0 := by
        apply Finset.sum_eq_zero
        intro X' hX'
        have e : X'.card = X.card := (Finset.mem_filter.mp hX').2
        simp [pairLayer, e, h]
      rw [s]
      simp [pairLayer, h]
  · -- Vandermonde's identity
    have v : (Fintype.card A + Fintype.card B).choose k = ∑ j ∈ Finset.range (k + 1),
        (Fintype.card A).choose j * (Fintype.card B).choose (k - j) :=
      (Nat.add_choose_eq _ _ k).trans
        (Finset.Nat.sum_antidiagonal_eq_sum_range_succ_mk _ _)
    have v' : ∑ j ∈ Finset.range (k + 1), ((Fintype.card A).choose j : ℝ)
        * ((Fintype.card B).choose (k - j) : ℝ)
        = ((Fintype.card A + Fintype.card B).choose k : ℝ) := by
      exact_mod_cast v.symm
    have hc : ((Fintype.card A + Fintype.card B).choose k : ℝ) ≠ 0 := by
      exact_mod_cast (Nat.choose_pos hk).ne'
    simp only [etaWeight]
    rw [← Finset.sum_div, v', div_self hc]
```

## (i) Vectors that are annihilated

Suppose the entries of $v$ sum to zero over the $j$-subsets of $A$, for every $j\le k$. Show that
$$\rho v=0 .$$

**Solution.** In (g), the sum vanishes for $|X|\le k$, and the result is zero anyway for $|X|>k$. Lean uses the same two cases.

Subtracting from an arbitrary vector its average on each layer $j\le\min(k,a)$ leaves a vector of this kind. Hence the $w_j$ of (h), each counted once, and zeros make up the whole spectrum; this decomposition is argued here in prose and is not proved in Lean.

```lean
/-- A vector whose amplitudes sum to zero over the `j`-pair configurations for every `j ≤ k`
is annihilated by the reduced density matrix. -/
theorem reducedDensity_kernel (k : ℕ) (v : Finset A → ℝ)
    (hv : ∀ j ≤ k, ∑ X ∈ Finset.univ.filter (fun X : Finset A => X.card = j), v X = 0) :
    reducedDensity A B k *ᵥ v = 0 := by
  funext X
  rw [reducedDensity_mulVec, Pi.zero_apply]
  by_cases h : X.card ≤ k
  · rw [if_pos h, hv _ h, mul_zero]
  · rw [if_neg h]

end

end EtaPairingEntanglement
```

```lean
#print axioms EtaPairingEntanglement.pairRaise_iterate_eq_etaState
-- 'EtaPairingEntanglement.pairRaise_iterate_eq_etaState' depends on axioms: [propext, Classical.choice, Quot.sound]
#print axioms EtaPairingEntanglement.etaState_normalized
-- 'EtaPairingEntanglement.etaState_normalized' depends on axioms: [propext, Classical.choice, Quot.sound]
#print axioms EtaPairingEntanglement.eta_entanglement_spectrum
-- 'EtaPairingEntanglement.eta_entanglement_spectrum' depends on axioms: [propext, Classical.choice, Quot.sound]
#print axioms EtaPairingEntanglement.reducedDensity_kernel
-- 'EtaPairingEntanglement.reducedDensity_kernel' depends on axioms: [propext, Classical.choice, Quot.sound]
```

## Entropies, singular values and the full site space

In a calculation, the entanglement entropy of such a state is $-\sum_j w_j\ln w_j$ over the nonzero weights, so a matrix with $2^a$ rows need not be diagonalised. A matrix-product-state program that holds the normalised state without truncation, with $A$ to the left of a cut and in canonical form about that cut, should return the nonzero $\sqrt{w_j}$ as singular values there. For large blocks, the binomials can be evaluated through logarithms of the gamma function to avoid overflow.

The model could also keep all four states of each site, with fermion operators and complex phases. Then $M^{\mathsf T}$ becomes $M^\dagger$ and the eigenvectors carry the phases. The nonzero eigenvalues stay the same, and block states with singly occupied sites add only zeros.
